# With a magnetic Kramers doublet as ground level, the lowest energy is even in a linearly coupled time-odd field and falls at least linearly

Time reversal is modelled here as a conjugate-linear map T on a complex inner product space E, with

⟨Tx, Ty⟩ = ⟨y, x⟩ and T²x = −x.

The minus sign is the one for an odd number of electrons. H is the zero-field Hamiltonian, M the operator multiplying a real field b, and e(b) the lowest eigenvalue of H + bM. Let E be finite-dimensional, H and M self-adjoint, TH = HT, TM = −MT, and v a unit ground vector of H. Then

e(b) = e(−b) and e(b) ≤ e(0) − |b| g, with g = √(|⟨v, Mv⟩|² + |⟨v, MTv⟩|²).

For exact lowest eigenvalues in a finite basis whose span is closed under time reversal, with a purely linear field term, the central difference (e(b) − e(−b))/(2b) is therefore zero for every b ≠ 0, even when the doublet is magnetic (g > 0). A basis restricted to one spin projection is not closed in this way. Terms quadratic in the field and self-consistent-field energies lie beyond this model.

```lean
import Mathlib

open scoped InnerProductSpace ComplexConjugate

namespace KramersFiniteField

noncomputable section

variable {E : Type*} [NormedAddCommGroup E] [InnerProductSpace ℂ E]
```

In Lean, `→ₛₗ[starRingEnd ℂ]` makes T conjugate-linear, and the inner product is conjugate-linear in its first argument. The two properties of T become a structure.

```lean
/-- Time reversal for an odd number of electrons: an antiunitary map with square `-1`. -/
structure IsTimeReversal (T : E →ₛₗ[starRingEnd ℂ] E) : Prop where
  inner_map : ∀ x y, ⟪T x, T y⟫_ℂ = ⟪y, x⟫_ℂ
  sq : ∀ x, T (T x) = -x
```

## Energy and moment

The energy is defined as the infimum of the real eigenvalues.

```lean
/-- The lowest eigenvalue of a self-adjoint operator on a nonzero finite-dimensional space. -/
def groundEnergy (A : E →ₗ[ℂ] E) : ℝ :=
  sInf {μ : ℝ | ∃ x : E, x ≠ 0 ∧ A x = (μ : ℂ) • x}
```

The field enters linearly. Any sign or magneton in the Zeeman term is absorbed into M.

```lean
/-- The ground energy `e(b)` of `H + b M` in a finite field `b`. -/
def fieldEnergy (H M : E →ₗ[ℂ] E) (b : ℝ) : ℝ := groundEnergy (H + (b : ℂ) • M)
```

The number g is `doubletMoment`. If the ground level is more than twofold degenerate, g belongs to the doublet chosen through v.

```lean
/-- The size of the moment `M` in the doublet `v, T v`, from its diagonal and
off-diagonal matrix elements. -/
def doubletMoment (M : E →ₗ[ℂ] E) (T : E →ₛₗ[starRingEnd ℂ] E) (v : E) : ℝ :=
  Real.sqrt (‖⟪v, M v⟫_ℂ‖ ^ 2 + ‖⟪v, M (T v)⟫_ℂ‖ ^ 2)
```

Norms and inner products are related by Re⟨x, x⟩ = ‖x‖².

```lean
private theorem re_inner_self (x : E) : (⟪x, x⟫_ℂ).re = ‖x‖ ^ 2 :=
  inner_self_eq_norm_sq (𝕜 := ℂ) x
```

## The variational principle

Let A be self-adjoint (`IsSymmetric`), with orthonormal eigenvectors Bᵢ and eigenvalues lᵢ, the smallest being l at i₀. Then

⟨x, Ax⟩ = Σᵢ lᵢ |⟨Bᵢ, x⟩|² ≥ l ‖x‖².

For an eigenvector x with eigenvalue μ this reads μ‖x‖² ≥ l‖x‖², so μ ≥ l. The infimum is thus attained and equals l. In the proof, `key` is the inequality and `hl` says that l is the least eigenvalue.

```lean
/-- Variational principle: for a self-adjoint operator on a nonzero finite-dimensional space
the ground energy is an eigenvalue and bounds every energy expectation value from below. -/
theorem groundEnergy_variational [FiniteDimensional ℂ E] [Nontrivial E] {A : E →ₗ[ℂ] E}
    (hA : A.IsSymmetric) :
    (∃ x : E, x ≠ 0 ∧ A x = (groundEnergy A : ℂ) • x) ∧
      ∀ x : E, groundEnergy A * ‖x‖ ^ 2 ≤ (⟪x, A x⟫_ℂ).re := by
  obtain ⟨n, hn⟩ : ∃ n, Module.finrank ℂ E = n := ⟨_, rfl⟩
  obtain ⟨B, l, hb⟩ : ∃ (B : OrthonormalBasis (Fin n) ℂ E) (l : Fin n → ℝ),
      ∀ i, A (B i) = (l i : ℂ) • B i :=
    ⟨hA.eigenvectorBasis hn, hA.eigenvalues hn, fun i => hA.apply_eigenvectorBasis hn i⟩
  have hpos : 0 < n := by
    have := Module.finrank_pos (R := ℂ) (M := E)
    omega
  have : Nonempty (Fin n) := ⟨⟨0, hpos⟩⟩
  obtain ⟨i₀, hi₀⟩ := Finite.exists_min l
  -- expand the expectation value in the eigenbasis
  have key : ∀ x : E, l i₀ * ‖x‖ ^ 2 ≤ (⟪x, A x⟫_ℂ).re := by
    intro x
    have e1 : ⟪x, A x⟫_ℂ = ∑ i, ((l i * ‖⟪B i, x⟫_ℂ‖ ^ 2 : ℝ) : ℂ) := by
      rw [← B.sum_inner_mul_inner x (A x)]
      refine Finset.sum_congr rfl fun i _ => ?_
      rw [← hA (B i) x, hb, inner_smul_left, Complex.conj_ofReal, ← inner_conj_symm x (B i)]
      push_cast
      rw [← Complex.conj_mul']
      ring
    rw [e1, ← Complex.ofReal_sum, Complex.ofReal_re, ← B.sum_sq_norm_inner_right x,
      Finset.mul_sum]
    exact Finset.sum_le_sum fun i _ => mul_le_mul_of_nonneg_right (hi₀ i) (sq_nonneg _)
  have hl : IsLeast {μ : ℝ | ∃ x : E, x ≠ 0 ∧ A x = (μ : ℂ) • x} (l i₀) := by
    refine ⟨⟨B i₀, B.orthonormal.ne_zero i₀, hb i₀⟩, ?_⟩
    rintro μ ⟨x, hx, h⟩
    have h1 := key x
    rw [h, inner_smul_right, Complex.re_ofReal_mul, re_inner_self] at h1
    exact le_of_mul_le_mul_right h1 (pow_pos (norm_pos_iff.mpr hx) 2)
  have hg : groundEnergy A = l i₀ := hl.csInf_eq
  rw [hg]
  exact ⟨hl.1, key⟩
```

## Reversing the field

Suppose (H + cM)x = μx with c and μ real. Applying T gives

(H − cM)Tx = μTx,

and Tx ≠ 0 because T(Tx) = −x. This is `key`; used at b and at −b, it shows that the two fields have the same eigenvalues.

```lean
/-- If `H` commutes with time reversal and `M` anticommutes with it, the ground energy is
even in the field. -/
theorem fieldEnergy_neg {T : E →ₛₗ[starRingEnd ℂ] E} {H M : E →ₗ[ℂ] E}
    (hT : IsTimeReversal T) (hHT : ∀ x, T (H x) = H (T x))
    (hMT : ∀ x, T (M x) = -M (T x)) (b : ℝ) :
    fieldEnergy H M (-b) = fieldEnergy H M b := by
  -- time reversal carries eigenvectors at field c to eigenvectors at field -c
  have key : ∀ c μ : ℝ, (∃ x : E, x ≠ 0 ∧ (H + (c : ℂ) • M) x = (μ : ℂ) • x) →
      ∃ x : E, x ≠ 0 ∧ (H + ((-c : ℝ) : ℂ) • M) x = (μ : ℂ) • x := by
    rintro c μ ⟨x, hx, h⟩
    refine ⟨T x, fun h0 => hx ?_, ?_⟩
    · have h1 := hT.sq x
      rw [h0, map_zero] at h1
      exact neg_eq_zero.mp h1.symm
    · have h1 := congrArg (fun y => T y) h
      simp only [LinearMap.add_apply, LinearMap.smul_apply, map_add, LinearMap.map_smulₛₗ,
        Complex.conj_ofReal, hHT, hMT] at h1
      rw [← h1]
      simp only [LinearMap.add_apply, LinearMap.smul_apply, Complex.ofReal_neg]
      module
  unfold fieldEnergy groundEnergy
  congr 1
  ext μ
  constructor
  · intro h
    have h1 := key (-b) μ h
    rw [neg_neg] at h1
    exact h1
  · exact fun h => key b μ h
```

## The polarised state in the doublet

If Hv = εv, then HTv = THv = εTv. Also

⟨Tv, v⟩ = ⟨Tv, T(Tv)⟩ = −⟨Tv, v⟩,

so v and Tv are orthogonal.

```lean
/-- Kramers degeneracy: if `H` commutes with time reversal, the partner `T v` of an
eigenvector has the same energy and is orthogonal to `v`. -/
theorem kramers_degeneracy {T : E →ₛₗ[starRingEnd ℂ] E} {H : E →ₗ[ℂ] E}
    (hT : IsTimeReversal T) (hHT : ∀ x, T (H x) = H (T x)) {v : E} {ε : ℝ}
    (hv : H v = (ε : ℂ) • v) : H (T v) = (ε : ℂ) • T v ∧ ⟪v, T v⟫_ℂ = 0 := by
  constructor
  · rw [← hHT, hv, LinearMap.map_smulₛₗ, Complex.conj_ofReal]
  · have h := hT.inner_map v (T v)
    rw [hT.sq, inner_neg_right] at h
    have h0 : ⟪T v, v⟫_ℂ = 0 := by linear_combination (-1 / 2 : ℂ) * h
    exact inner_eq_zero_symm.mp h0
```

Write m = ⟨v, Mv⟩, which is real, and k = ⟨v, MTv⟩. Since MTv = −TMv,

⟨Tv, MTv⟩ = −⟨Tv, TMv⟩ = −⟨Mv, v⟩ = −m,

and ⟨Tv, Mv⟩ = k*. The moment matrix in the basis v, Tv has rows (m, k) and (k*, −m). Its square is g² times the identity, with g² = m² + |k|².

Let s = ±g. If s = m, v itself has mean moment s. Otherwise take

x = k v + (s − m) Tv, ‖x‖² = |k|² + (s − m)².

The matrix sends (k, s − m) to s(k, s − m), because mk + k(s − m) = sk and |k|² − m(s − m) = s² − ms. Hence ⟨x, Mx⟩ = s‖x‖², and the normalised state x/‖x‖ has mean moment s. The `linear_combination` steps check the norm and the moment.

```lean
/-- For a self-adjoint `M` that is odd under time reversal and a unit vector `v`, some nonzero
combination of `v` and `T v` has mean moment `s`, for either sign of `s = ± doubletMoment`. -/
theorem exists_polarized_state {T : E →ₛₗ[starRingEnd ℂ] E} {M : E →ₗ[ℂ] E}
    (hT : IsTimeReversal T) (hM : M.IsSymmetric) (hMT : ∀ x, T (M x) = -M (T x))
    {v : E} (hv : ‖v‖ = 1) {s : ℝ} (hs : s ^ 2 = doubletMoment M T v ^ 2) :
    ∃ (x : E) (α β : ℂ), x = α • v + β • T v ∧ x ≠ 0 ∧
      (⟪x, M x⟫_ℂ).re = s * ‖x‖ ^ 2 := by
  obtain ⟨m, hm⟩ : ∃ m : ℝ, ⟪v, M v⟫_ℂ = m :=
    Complex.conj_eq_iff_real.mp ((inner_conj_symm (M v) v).trans (hM v v))
  obtain ⟨k, hk⟩ : ∃ k, ⟪v, M (T v)⟫_ℂ = k := ⟨_, rfl⟩
  have hs' : s ^ 2 = m ^ 2 + ‖k‖ ^ 2 := by
    rw [hs, doubletMoment, Real.sq_sqrt (by positivity), hm, hk, Complex.norm_real,
      Real.norm_eq_abs, sq_abs]
  by_cases hsm : s = m
  · refine ⟨v, 1, 0, by simp, fun h => by simp [h] at hv, ?_⟩
    rw [hm, hv]
    simp [hsm]
  -- the matrix elements of M and of the overlap in the doublet
  have hvv : ⟪v, v⟫_ℂ = 1 := by
    rw [inner_self_eq_norm_sq_to_K, hv]
    simp
  have hTT : ⟪T v, T v⟫_ℂ = 1 := by rw [hT.inner_map, hvv]
  have h0 : ⟪v, T v⟫_ℂ = 0 :=
    (kramers_degeneracy (H := 0) (ε := 0) hT (by simp) (by simp)).2
  have h0' : ⟪T v, v⟫_ℂ = 0 := inner_eq_zero_symm.mp h0
  have h1 : ⟪T v, M v⟫_ℂ = conj k := by
    rw [← hk, inner_conj_symm, hM (T v) v]
  have h2 : ⟪T v, M (T v)⟫_ℂ = -(m : ℂ) := by
    have h3 : M (T v) = -T (M v) := by rw [hMT, neg_neg]
    rw [h3, inner_neg_right, hT.inner_map, hM v v, hm]
  have hkk : conj k * k = (‖k‖ : ℂ) ^ 2 := Complex.conj_mul' k
  have hsc : (s : ℂ) ^ 2 = (m : ℂ) ^ 2 + (‖k‖ : ℂ) ^ 2 := by exact_mod_cast hs'
  -- the eigenvector of the 2 × 2 moment matrix
  obtain ⟨x, hx⟩ : ∃ x, x = k • v + ((s - m : ℝ) : ℂ) • T v := ⟨_, rfl⟩
  have hxx : ⟪x, x⟫_ℂ = ((‖k‖ ^ 2 + (s - m) ^ 2 : ℝ) : ℂ) := by
    rw [hx]
    simp only [inner_add_left, inner_add_right, inner_smul_left, inner_smul_right,
      hvv, hTT, h0, h0', Complex.conj_ofReal]
    push_cast
    linear_combination hkk
  have hxM : ⟪x, M x⟫_ℂ = ((s * (‖k‖ ^ 2 + (s - m) ^ 2) : ℝ) : ℂ) := by
    rw [hx]
    simp only [map_add, map_smul, inner_add_left, inner_add_right, inner_smul_left,
      inner_smul_right, hm, hk, h1, h2, Complex.conj_ofReal]
    push_cast
    linear_combination ((m : ℂ) + 2 * (s - m)) * hkk - ((s : ℂ) - m) * hsc
  have hn : ‖x‖ ^ 2 = ‖k‖ ^ 2 + (s - m) ^ 2 := by
    rw [← re_inner_self, hxx, Complex.ofReal_re]
  refine ⟨x, k, _, hx, fun hz => ?_, by rw [hxM, hn, Complex.ofReal_re]⟩
  have hne : s - m ≠ 0 := sub_ne_zero.mpr hsm
  have hp : 0 < (s - m) ^ 2 := by positivity
  rw [hz, norm_zero] at hn
  nlinarith [sq_nonneg ‖k‖]
```

## The linear bound and the cusp

Choose s = −g for b ≥ 0 and s = g for b ≤ 0, so that bs = −|b|g. The state x is still a ground vector of H, and as a trial vector it gives

e(b)‖x‖² ≤ ⟨x, (H + bM)x⟩ = (e(0) − |b|g)‖x‖².

Division by ‖x‖² gives the bound.

Without TM = −MT both conclusions can fail. With H = 0 and M the identity, g = 1 and e(b) = b, which is not even and exceeds −|b| for b > 0.

```lean
/-- On a finite-dimensional space, for self-adjoint `H` and `M`, respectively even and odd under
time reversal, and a unit ground vector `v` of `H`, the ground energy is even in the field and lies
below its zero-field value by at least `|b|` times the doublet moment. -/
theorem finite_field_kramers [FiniteDimensional ℂ E] {T : E →ₛₗ[starRingEnd ℂ] E}
    {H M : E →ₗ[ℂ] E} (hT : IsTimeReversal T) (hH : H.IsSymmetric) (hM : M.IsSymmetric)
    (hHT : ∀ x, T (H x) = H (T x)) (hMT : ∀ x, T (M x) = -M (T x))
    {v : E} (hv : ‖v‖ = 1) (hg : H v = (groundEnergy H : ℂ) • v) (b : ℝ) :
    fieldEnergy H M b = fieldEnergy H M (-b) ∧
      fieldEnergy H M b ≤ fieldEnergy H M 0 - |b| * doubletMoment M T v := by
  refine ⟨(fieldEnergy_neg hT hHT hMT b).symm, ?_⟩
  have : Nontrivial E := ⟨⟨v, 0, fun h => by simp [h] at hv⟩⟩
  -- choose the polarization that lowers the energy
  obtain ⟨s, hs, hbs⟩ : ∃ s : ℝ, s ^ 2 = doubletMoment M T v ^ 2 ∧
      b * s = -(|b| * doubletMoment M T v) := by
    rcases le_total 0 b with h | h
    · exact ⟨-doubletMoment M T v, by ring, by rw [abs_of_nonneg h]; ring⟩
    · exact ⟨doubletMoment M T v, rfl, by rw [abs_of_nonpos h]; ring⟩
  obtain ⟨x, α, β, hx, hx0, hxs⟩ := exists_polarized_state hT hM hMT hv hs
  have hHx : H x = (groundEnergy H : ℂ) • x := by
    rw [hx, map_add, map_smul, map_smul, hg, (kramers_degeneracy hT hHT hg).1]
    module
  have hsym : (H + (b : ℂ) • M).IsSymmetric := by
    intro y z
    simp only [LinearMap.add_apply, LinearMap.smul_apply, inner_add_left, inner_add_right,
      inner_smul_left, inner_smul_right, Complex.conj_ofReal, hH y z, hM y z]
  -- use it as a trial vector
  have hvar := (groundEnergy_variational hsym).2 x
  rw [LinearMap.add_apply, LinearMap.smul_apply, hHx, inner_add_right, inner_smul_right,
    inner_smul_right, Complex.add_re, Complex.re_ofReal_mul, Complex.re_ofReal_mul, hxs,
    re_inner_self] at hvar
  have hzero : fieldEnergy H M 0 = groundEnergy H := by simp [fieldEnergy]
  have hle : fieldEnergy H M b ≤ groundEnergy H + b * s := by
    refine le_of_mul_le_mul_right ?_ (pow_pos (norm_pos_iff.mpr hx0) 2)
    unfold fieldEnergy
    linarith
  rw [hzero]
  linarith
```

Suppose g > 0 and e had a derivative at zero. For small h > 0 the linear approximation would err by at most gh/2 at h and at −h. Adding the two cancels the slope and leaves

e(h) + e(−h) − 2e(0) ≥ −gh,

whereas the bound gives at most −2gh. The vanishing central difference is therefore not a derivative. Lean takes h = δ/2.

```lean
/-- Under the hypotheses of `finite_field_kramers`, if the doublet moment is nonzero, the ground
energy has no derivative with respect to the field at zero field. -/
theorem not_differentiable_at_zero_field [FiniteDimensional ℂ E]
    {T : E →ₛₗ[starRingEnd ℂ] E} {H M : E →ₗ[ℂ] E} (hT : IsTimeReversal T)
    (hH : H.IsSymmetric) (hM : M.IsSymmetric)
    (hHT : ∀ x, T (H x) = H (T x)) (hMT : ∀ x, T (M x) = -M (T x))
    {v : E} (hv : ‖v‖ = 1) (hg : H v = (groundEnergy H : ℂ) • v)
    (hpos : 0 < doubletMoment M T v) : ¬ DifferentiableAt ℝ (fieldEnergy H M) 0 := by
  intro hd
  have ho := (hasDerivAt_iff_isLittleO.mp hd.hasDerivAt).def (half_pos hpos)
  obtain ⟨δ, hδ, hball⟩ := Metric.eventually_nhds_iff.mp ho
  have hδ2 := half_pos hδ
  -- compare the linear approximation with the bound at two opposite fields
  have h1 := @hball (δ / 2) (by rw [Real.dist_eq, sub_zero, abs_of_pos hδ2]; linarith)
  have h2 := @hball (-(δ / 2))
    (by rw [Real.dist_eq, sub_zero, abs_neg, abs_of_pos hδ2]; linarith)
  simp only [sub_zero, smul_eq_mul, Real.norm_eq_abs, abs_neg, abs_of_pos hδ2] at h1 h2
  have h3 := (finite_field_kramers hT hH hM hHT hMT hv hg (δ / 2)).2
  have h4 := (finite_field_kramers hT hH hM hHT hMT hv hg (-(δ / 2))).2
  rw [abs_of_pos hδ2] at h3
  rw [abs_neg, abs_of_pos hδ2] at h4
  nlinarith [(abs_le.mp h1).1, (abs_le.mp h2).1, mul_pos hpos hδ]
```

## A spin one-half

For a single spin, T acts on the components (x₀, x₁) as follows.

```lean
/-- Time reversal of a spin one-half, `(x₀, x₁) ↦ (-x₁*, x₀*)`. -/
def spinT : EuclideanSpace ℂ (Fin 2) →ₛₗ[starRingEnd ℂ] EuclideanSpace ℂ (Fin 2) where
  toFun x := !₂[-conj (x 1), conj (x 0)]
  map_add' x y := by
    ext i
    fin_cases i <;> simp
    ring
  map_smul' c x := by ext i; fin_cases i <;> simp
```

The moment is σ_z.

```lean
/-- The Pauli operator `σ_z`. -/
def sigmaZ : EuclideanSpace ℂ (Fin 2) →ₗ[ℂ] EuclideanSpace ℂ (Fin 2) where
  toFun x := !₂[x 0, -x 1]
  map_add' x y := by
    ext i
    fin_cases i <;> simp
    ring
  map_smul' c x := by ext i; fin_cases i <;> simp
```

Take v = (0.6, 0.8), so Tv = (−0.8, 0.6). Then m = 0.36 − 0.64 = −0.28, k = −0.48 − 0.48 = −0.96, and g² = 0.0784 + 0.9216 = 1. For s = −1,

x = −0.96 v − 0.72 Tv = (0, −1.2),

which normalises to (0, −1), spin down.

With H = ε the eigenvalues are ε + b and ε − b, so e(b) = ε − |b| and the bound is attained. At b = ±0.1 both energies are ε − 0.1: the central difference is 0, while the forward difference is −1.

```lean
/-- A spin one-half with zero-field energy `ε` and moment `σ_z` has ground energy
`ε - |b|` in the field `b`. -/
theorem spinHalf_fieldEnergy (ε b : ℝ) :
    fieldEnergy ((ε : ℂ) • LinearMap.id) sigmaZ b = ε - |b| := by
  unfold fieldEnergy groundEnergy
  refine IsLeast.csInf_eq ⟨?_, ?_⟩
  · rcases le_total 0 b with h | h
    · refine ⟨!₂[0, 1], fun h0 => ?_, ?_⟩
      · simpa using congrArg (fun y : EuclideanSpace ℂ (Fin 2) => y 1) h0
      · ext i
        fin_cases i <;> simp [sigmaZ, abs_of_nonneg h]
        ring
    · refine ⟨!₂[1, 0], fun h0 => ?_, ?_⟩
      · simpa using congrArg (fun y : EuclideanSpace ℂ (Fin 2) => y 0) h0
      · ext i; fin_cases i <;> simp [sigmaZ, abs_of_nonpos h]
  · rintro μ ⟨x, hx, h⟩
    have h0 : (ε : ℂ) * x 0 + b * x 0 = μ * x 0 := by
      simpa [sigmaZ] using congrArg (fun y : EuclideanSpace ℂ (Fin 2) => y 0) h
    have h1 : (ε : ℂ) * x 1 + -(b * x 1) = μ * x 1 := by
      simpa [sigmaZ] using congrArg (fun y : EuclideanSpace ℂ (Fin 2) => y 1) h
    by_cases hx0 : x 0 = 0
    · have hx1 : x 1 ≠ 0 := fun h' => hx (by ext i; fin_cases i <;> simp [hx0, h'])
      have h2 : ((ε - b : ℝ) : ℂ) = (μ : ℂ) :=
        mul_right_cancel₀ hx1 (by push_cast; linear_combination h1)
      have h3 : ε - b = μ := Complex.ofReal_injective h2
      linarith [le_abs_self b]
    · have h2 : ((ε + b : ℝ) : ℂ) = (μ : ℂ) :=
        mul_right_cancel₀ hx0 (by push_cast; linear_combination h0)
      have h3 : ε + b = μ := Complex.ofReal_injective h2
      linarith [neg_abs_le b]
```

With v = (1, 0), m = 1 and k = 0, so g = 1. The last theorem checks this value and every hypothesis of the bound for this spin.

```lean
/-- The spin one-half with `H = ε`, `M = σ_z` and `v` the spin-up vector meets the hypotheses
of `finite_field_kramers`, with doublet moment one. -/
theorem finite_field_kramers_witness (ε : ℝ) :
    IsTimeReversal spinT ∧
    ((ε : ℂ) • (LinearMap.id : EuclideanSpace ℂ (Fin 2) →ₗ[ℂ] _)).IsSymmetric ∧
    sigmaZ.IsSymmetric ∧
    (∀ x, spinT (((ε : ℂ) • LinearMap.id : EuclideanSpace ℂ (Fin 2) →ₗ[ℂ] _) x) =
      ((ε : ℂ) • LinearMap.id : EuclideanSpace ℂ (Fin 2) →ₗ[ℂ] _) (spinT x)) ∧
    (∀ x, spinT (sigmaZ x) = -sigmaZ (spinT x)) ∧
    ‖(!₂[1, 0] : EuclideanSpace ℂ (Fin 2))‖ = 1 ∧
    ((ε : ℂ) • LinearMap.id : EuclideanSpace ℂ (Fin 2) →ₗ[ℂ] _) !₂[1, 0] =
      (groundEnergy ((ε : ℂ) •
        (LinearMap.id : EuclideanSpace ℂ (Fin 2) →ₗ[ℂ] _)) : ℂ) • !₂[1, 0] ∧
    doubletMoment sigmaZ spinT !₂[1, 0] = 1 := by
  refine ⟨⟨fun x y => ?_, fun x => ?_⟩, fun x y => ?_, fun x y => ?_, fun x => ?_,
    fun x => ?_, ?_, ?_, ?_⟩
  · simp [spinT, PiLp.inner_apply, Fin.sum_univ_two]
    ring
  · ext i; fin_cases i <;> simp [spinT]
  · simp only [LinearMap.smul_apply, LinearMap.id_apply, inner_smul_left, inner_smul_right,
      Complex.conj_ofReal]
  · simp [sigmaZ, PiLp.inner_apply, Fin.sum_univ_two]
  · simp only [LinearMap.smul_apply, LinearMap.id_apply, LinearMap.map_smulₛₗ,
      Complex.conj_ofReal]
  · ext i; fin_cases i <;> simp [spinT, sigmaZ]
  · simp [EuclideanSpace.norm_eq, Fin.sum_univ_two]
  · have h := spinHalf_fieldEnergy ε 0
    rw [fieldEnergy, Complex.ofReal_zero, zero_smul, add_zero, abs_zero, sub_zero] at h
    rw [h, LinearMap.smul_apply, LinearMap.id_apply]
  · simp [doubletMoment, sigmaZ, spinT, PiLp.inner_apply, Fin.sum_univ_two]
    exact Or.inl (by simp [EuclideanSpace.norm_eq, Fin.sum_univ_two])

end

end KramersFiniteField
```

```lean
#print axioms KramersFiniteField.finite_field_kramers
#print axioms KramersFiniteField.not_differentiable_at_zero_field
```

```
'KramersFiniteField.finite_field_kramers' depends on axioms: [propext, Classical.choice, Quot.sound]
'KramersFiniteField.not_differentiable_at_zero_field' depends on axioms: [propext, Classical.choice, Quot.sound]
```
